# Finite energy slope at zero ionic strength for a positive definite grid operator, infinite slope for the Debye-Hückel shift of a nonzero charge

Suppose the energy of a solute with a net charge in a dilute electrolyte is computed on a finite grid at several low salt concentrations, and the results are fitted to a + b√s, where s is the ionic strength. The square root is what Debye-Hückel theory predicts. Take a grounded box, with the potential held at zero on the walls at every s. The grid operator without salt is then positive definite, and the fitted b shrinks towards zero as the fitting range is narrowed towards s = 0. The computed energy has a finite slope at s = 0, and a square root does not.

This concerns continuum solvation models in electronic structure, here restricted to the linearised Poisson-Boltzmann equation with a fixed solute charge on finitely many grid points.

## Screened operator, potential and energy

Let L be the discretised Poisson operator, including the dielectric profile and the boundary conditions. Let ρ be the solute charge on the grid, and let kᵢ ≥ 0 say how accessible site i is to the ions: zero inside the solute cavity, positive in the solvent. With K = diag(k), the equation for the potential is

(L + sK) φ_s = ρ.

The grid points form a finite index type `n` with no geometry attached; any geometry sits in L and k.

```lean
import Mathlib

open Matrix Filter Topology

namespace GridElectrolyte

noncomputable section

variable {n : Type*} [Fintype n] [DecidableEq n]
```

The ions add a term proportional to the local potential, with strength s. The letter s replaces the textbook I, and the constants of temperature and permittivity are absorbed into s and k.

```lean
/-- The linearised Poisson-Boltzmann operator `L + s K` on a grid, with `K` the diagonal matrix
of the ion accessibilities `k` and `s` the ionic strength. -/
def screened (L : Matrix n n ℝ) (k : n → ℝ) (s : ℝ) : Matrix n n ℝ :=
  L + s • diagonal k
```

The potential is φ_s = (L + sK)⁻¹ρ. In Lean, `*ᵥ` is a matrix acting on a vector.

```lean
/-- The potential `(L + s K)⁻¹ ρ` of the charge `ρ`, for `L + s K` invertible. -/
def potential (L : Matrix n n ℝ) (k ρ : n → ℝ) (s : ℝ) : n → ℝ :=
  (screened L k s)⁻¹ *ᵥ ρ
```

The energy is half the charge times the potential,

G(s) = ⟨ρ, φ_s⟩ / 2,

where ⟨x, y⟩ = Σᵢ xᵢyᵢ is written `⬝ᵥ`.

```lean
/-- The electrostatic energy `⟨ρ, (L + s K)⁻¹ ρ⟩ / 2`, for `L + s K` invertible. -/
def energy (L : Matrix n n ℝ) (k ρ : n → ℝ) (s : ℝ) : ℝ :=
  ρ ⬝ᵥ potential L k ρ s / 2
```

The quantity to compare with is the shift of a point charge q in an unbounded electrolyte,

E_DH(s) = −q²√s / 2.

The inverse screening length is √s because its square is proportional to the ionic strength. The units make that factor one and the bare potential of a charge q in the solvent equal to q/r, so the solvent permittivity does not appear. The theorems below do not tie q to the grid charge ρ; in a physical comparison q is the total solute charge.

```lean
/-- The Debye-Hückel energy shift `-q² √s / 2` of a point charge `q`, in units where the inverse
screening length is `√s`, for `s ≥ 0`. -/
def debyeHuckel (q s : ℝ) : ℝ := -(q ^ 2 * Real.sqrt s / 2)
```

## The screened equation has a solution

For x ≠ 0 and s ≥ 0,

⟨x, (L + sK)x⟩ = ⟨x, Lx⟩ + s Σᵢ kᵢxᵢ² > 0,

since the first term is positive and the second is not negative. In Lean, `L.PosDef` includes the symmetry of L. A fully periodic Laplacian, which annihilates constants, does not satisfy this hypothesis.

```lean
variable {L : Matrix n n ℝ} {k : n → ℝ}

omit [Fintype n] in
/-- For positive definite `L`, nonnegative accessibilities and `s ≥ 0`, the screened operator
is positive definite. -/
theorem screened_posDef (hL : L.PosDef) (hk : ∀ i, 0 ≤ k i) {s : ℝ} (hs : 0 ≤ s) :
    (screened L k s).PosDef :=
  hL.add_posSemidef ((PosSemidef.diagonal hk).smul hs)
```

A positive definite matrix has positive determinant, so the inverse is a true inverse and φ_s solves the equation.

```lean
/-- For positive definite `L`, nonnegative accessibilities and `s ≥ 0`, the potential solves the
linearised Poisson-Boltzmann equation `(L + s K) φ = ρ`. -/
theorem screened_mulVec_potential (hL : L.PosDef) (hk : ∀ i, 0 ≤ k i) (ρ : n → ℝ) {s : ℝ}
    (hs : 0 ≤ s) : screened L k s *ᵥ potential L k ρ s = ρ := by
  have hdet := (screened_posDef hL hk hs).det_pos.ne'
  rw [potential, mulVec_mulVec, mul_nonsing_inv _ (isUnit_iff_ne_zero.2 hdet), one_mulVec]
```

## Comparing two ionic strengths

The bilinear form splits into its two parts:

⟨x, (L + sK)y⟩ = ⟨x, Ly⟩ + s⟨x, Ky⟩.

```lean
/-- The bilinear form of the screened operator is that of `L` plus `s` times that of `K`. -/
private theorem screened_form (x y : n → ℝ) (s : ℝ) :
    x ⬝ᵥ screened L k s *ᵥ y = x ⬝ᵥ L *ᵥ y + s * (x ⬝ᵥ diagonal k *ᵥ y) := by
  simp only [screened, add_mulVec, smul_mulVec, dotProduct_add, dotProduct_smul, smul_eq_mul]
```

Because L + sK is symmetric, it can be moved onto φ_s, which gives the weak form of the equation for any test potential y:

⟨φ_s, (L + sK)y⟩ = ⟨(L + sK)φ_s, y⟩ = ⟨ρ, y⟩.

```lean
/-- Weak form of the screened equation, for positive definite `L`, nonnegative accessibilities
and `s ≥ 0`: `⟨φ, (L + s K) y⟩ = ⟨ρ, y⟩` for every test potential `y`. -/
private theorem weak_form (hL : L.PosDef) (hk : ∀ i, 0 ≤ k i) (ρ y : n → ℝ) {s : ℝ}
    (hs : 0 ≤ s) : potential L k ρ s ⬝ᵥ screened L k s *ᵥ y = ρ ⬝ᵥ y := by
  have hT : (screened L k s)ᵀ = screened L k s := by
    simpa [conjTranspose_eq_transpose_of_trivial] using (screened_posDef hL hk hs).isHermitian.eq
  rw [dotProduct_mulVec, ← mulVec_transpose, hT, screened_mulVec_potential hL hk ρ hs]
```

Now take two ionic strengths s, t ≥ 0. Test the equation at s with φ_t, and the equation at t with φ_s:

⟨φ_s, Lφ_t⟩ + s⟨φ_s, Kφ_t⟩ = ⟨ρ, φ_t⟩ = 2G(t)

⟨φ_s, Lφ_t⟩ + t⟨φ_s, Kφ_t⟩ = ⟨ρ, φ_s⟩ = 2G(s)

Subtracting removes L and leaves an identity with no remainder term:

G(s) − G(t) = −(s − t)⟨φ_s, Kφ_t⟩ / 2.

The two tested equations are `h1` and `h2`, and `linear_combination` performs the subtraction.

```lean
/-- Exact energy difference between two ionic strengths `s, t ≥ 0`, for positive definite `L` and
nonnegative accessibilities: `G(s) - G(t) = -(s - t) ⟨φ_s, K φ_t⟩ / 2`. -/
theorem energy_sub (hL : L.PosDef) (hk : ∀ i, 0 ≤ k i) (ρ : n → ℝ) {s t : ℝ}
    (hs : 0 ≤ s) (ht : 0 ≤ t) :
    energy L k ρ s - energy L k ρ t =
      -(s - t) / 2 * (potential L k ρ s ⬝ᵥ diagonal k *ᵥ potential L k ρ t) := by
  -- test the equation at `s` with `φ_t`, and the equation at `t` with `φ_s`
  have h1 := weak_form hL hk ρ (potential L k ρ t) hs
  have h2 : potential L k ρ s ⬝ᵥ screened L k t *ᵥ potential L k ρ t
      = ρ ⬝ᵥ potential L k ρ s := by
    rw [screened_mulVec_potential hL hk ρ ht, dotProduct_comm]
  rw [screened_form] at h1 h2
  unfold energy
  linear_combination (h1 - h2) / 2
```

## The slope of the grid energy

Dividing by s − t gives a difference quotient that still contains φ_s, so its limit follows once φ_s → φ_t is known. By Cramer's rule,

φ_s = adj(L + sK)ρ / det(L + sK).

The adjugate and the determinant are polynomials in s, and the determinant is not zero at s = t. The potential is therefore continuous there.

```lean
/-- For positive definite `L` and nonnegative accessibilities, the potential depends continuously
on the ionic strength at every `t ≥ 0`. -/
theorem potential_continuousAt (hL : L.PosDef) (hk : ∀ i, 0 ≤ k i) (ρ : n → ℝ) {t : ℝ}
    (ht : 0 ≤ t) : ContinuousAt (potential L k ρ) t := by
  have hA : Continuous (screened L k) :=
    continuous_const.add (continuous_id.smul continuous_const)
  -- Cramer's rule writes the inverse through determinant and adjugate
  have e : potential L k ρ = fun s =>
      (screened L k s).det⁻¹ • ((screened L k s).adjugate *ᵥ ρ) := by
    funext s
    rw [potential, inv_def, Ring.inverse_eq_inv', smul_mulVec]
  rw [e]
  exact (hA.matrix_det.continuousAt.inv₀ (screened_posDef hL hk ht).det_pos.ne').smul
    (hA.matrix_adjugate.matrix_mulVec continuous_const).continuousAt
```

Letting s → t in the quotient gives

G′(t) = −⟨φ_t, Kφ_t⟩ / 2.

The set `Set.Ici 0` is the half-line s ≥ 0, so at t = 0 this is the right derivative, and at t > 0 it is the ordinary one. The proof replaces the difference quotient by the identity above and passes to the limit by continuity.

```lean
/-- For positive definite `L` and nonnegative accessibilities, the derivative of the energy within
`s ≥ 0` at any ionic strength `t ≥ 0` is `-⟨φ_t, K φ_t⟩ / 2`. -/
theorem energy_hasDerivWithinAt (hL : L.PosDef) (hk : ∀ i, 0 ≤ k i) (ρ : n → ℝ) {t : ℝ}
    (ht : 0 ≤ t) :
    HasDerivWithinAt (energy L k ρ)
      (-(potential L k ρ t ⬝ᵥ diagonal k *ᵥ potential L k ρ t) / 2) (Set.Ici 0) t := by
  rw [hasDerivWithinAt_iff_tendsto_slope]
  have hdot : Continuous fun x : n → ℝ =>
      -(x ⬝ᵥ diagonal k *ᵥ potential L k ρ t) / 2 := by
    unfold dotProduct
    fun_prop
  have hlim := (hdot.tendsto (potential L k ρ t)).comp (potential_continuousAt hL hk ρ ht)
  refine (hlim.mono_left nhdsWithin_le_nhds).congr' ?_
  -- the difference quotient is known exactly
  filter_upwards [self_mem_nhdsWithin] with s hs
  have hne : s - t ≠ 0 := sub_ne_zero.2 hs.2
  rw [slope_def_field, energy_sub hL hk ρ hs.1 ht, eq_div_iff hne]
  simp only [Function.comp_apply]
  ring
```

## The slope of the Debye-Hückel shift

The formula for E_DH follows from the screened potential of a point charge. Subtract the bare potential, multiply by q/2, and approach the charge:

(q/2)(q e^(−√s r)/r − q/r) = (q²/2)(e^(−√s r) − 1)/r → −q²√s / 2 as r → 0⁺.

The last quotient tends to the derivative of the exponential at r = 0, which is −√s. The Lean proof uses that derivative in the same way.

```lean
/-- The Debye-Hückel shift is `q/2` times the limit, at the position of the charge, of the
screened potential `q exp(-√s r)/r` minus the bare potential `q/r`. -/
theorem debyeHuckel_from_yukawa (q s : ℝ) :
    Tendsto (fun r : ℝ => q * (q * Real.exp (-Real.sqrt s * r) / r - q / r) / 2)
      (𝓝[>] 0) (𝓝 (debyeHuckel q s)) := by
  have hd : HasDerivAt (fun r : ℝ => Real.exp (-Real.sqrt s * r)) (-Real.sqrt s) 0 := by
    simpa using ((hasDerivAt_id (0 : ℝ)).const_mul (-Real.sqrt s)).exp
  have h := hd.tendsto_slope_zero_right.const_mul (q ^ 2 / 2)
  have e : q ^ 2 / 2 * -Real.sqrt s = debyeHuckel q s := by
    unfold debyeHuckel
    ring
  rw [e] at h
  refine h.congr fun r => ?_
  simp only [zero_add, mul_zero, Real.exp_zero, smul_eq_mul]
  ring
```

Dividing by s gives

E_DH(s)/s = −(q²/2) · 1/√s,

which tends to −∞ as s → 0⁺ when q ≠ 0. On the grid, setting t = 0 in the derivative formula and writing φ₀ = L⁻¹ρ gives the finite value −⟨φ₀, Kφ₀⟩/2. It is zero when φ₀ vanishes on every accessible site. The next theorem states both facts; `𝓝[>] 0` means that s approaches zero from above, and `atBot` is the limit −∞.

```lean
/-- For positive definite `L` and nonnegative accessibilities, the grid energy has the finite right
derivative `-⟨φ₀, K φ₀⟩ / 2` at zero ionic strength, with `φ₀ = L⁻¹ ρ`, whereas for `q ≠ 0` the
Debye-Hückel shift divided by `s` tends to minus infinity as `s` tends to zero from above. -/
theorem grid_slope_finite_debyeHuckel_slope_infinite (hL : L.PosDef) (hk : ∀ i, 0 ≤ k i)
    (ρ : n → ℝ) {q : ℝ} (hq : q ≠ 0) :
    HasDerivWithinAt (energy L k ρ)
      (-((L⁻¹ *ᵥ ρ) ⬝ᵥ diagonal k *ᵥ (L⁻¹ *ᵥ ρ)) / 2) (Set.Ici 0) 0 ∧
    Tendsto (fun s => debyeHuckel q s / s) (𝓝[>] 0) atBot := by
  constructor
  · have h := energy_hasDerivWithinAt hL hk ρ le_rfl
    have e : potential L k ρ 0 = L⁻¹ *ᵥ ρ := by simp [potential, screened]
    rwa [e] at h
  · have hsqrt : Tendsto Real.sqrt (𝓝[>] 0) (𝓝[>] 0) := by
      refine tendsto_nhdsWithin_iff.2 ⟨?_, ?_⟩
      · have h := Real.continuous_sqrt.tendsto 0
        rw [Real.sqrt_zero] at h
        exact h.mono_left nhdsWithin_le_nhds
      · filter_upwards [self_mem_nhdsWithin] with s hs
        exact Real.sqrt_pos.2 hs
    have hneg : -(q ^ 2 / 2) < 0 := by
      have : 0 < q ^ 2 := by positivity
      linarith
    -- the quotient is a negative multiple of `1 / √s`
    refine ((tendsto_inv_nhdsGT_zero.comp hsqrt).const_mul_atTop_of_neg hneg).congr fun s => ?_
    simp only [Function.comp_apply, debyeHuckel]
    rw [← Real.sqrt_div_self]
    ring
```

## A range of ionic strengths where the two shifts are ordered

The slopes compare the two shifts only in the limit. A bound at finite s comes from the positivity of L + sK on the change of potential φ₀ − φ_s:

0 ≤ ⟨φ₀ − φ_s, (L + sK)(φ₀ − φ_s)⟩

= ⟨φ₀, (L + sK)φ₀⟩ − 2⟨ρ, φ₀⟩ + ⟨ρ, φ_s⟩

= s⟨φ₀, Kφ₀⟩ − ⟨ρ, φ₀⟩ + ⟨ρ, φ_s⟩.

The last step uses ⟨φ₀, Lφ₀⟩ = ⟨ρ, φ₀⟩. Since the last two terms equal 2(G(s) − G(0)),

G(s) − G(0) ≥ −s⟨φ₀, Kφ₀⟩ / 2.

Salt can lower the grid energy by no more than its linear response. In the proof, `hpos` is the positivity, `e1` to `e5` evaluate the products, and `linarith` combines them.

```lean
/-- For positive definite `L`, nonnegative accessibilities and `s ≥ 0`, the grid energy shift is
bounded below by its linear response: `G(s) - G(0) ≥ -s ⟨φ₀, K φ₀⟩ / 2`. -/
theorem linear_floor (hL : L.PosDef) (hk : ∀ i, 0 ≤ k i) (ρ : n → ℝ) {s : ℝ} (hs : 0 ≤ s) :
    -(s / 2) * ((L⁻¹ *ᵥ ρ) ⬝ᵥ diagonal k *ᵥ (L⁻¹ *ᵥ ρ)) ≤
      energy L k ρ s - energy L k ρ 0 := by
  have e : potential L k ρ 0 = L⁻¹ *ᵥ ρ := by simp [potential, screened]
  rw [← e]
  -- positivity of the screened form on the change of the potential
  have hpos := (screened_posDef hL hk hs).posSemidef.dotProduct_mulVec_nonneg
    (potential L k ρ 0 - potential L k ρ s)
  simp only [star_trivial, mulVec_sub, sub_dotProduct, dotProduct_sub] at hpos
  have e1 : potential L k ρ 0 ⬝ᵥ screened L k s *ᵥ potential L k ρ s
      = ρ ⬝ᵥ potential L k ρ 0 := by
    rw [screened_mulVec_potential hL hk ρ hs, dotProduct_comm]
  have e2 := weak_form hL hk ρ (potential L k ρ 0) hs
  have e3 := weak_form hL hk ρ (potential L k ρ s) hs
  have e4 := screened_form (L := L) (k := k) (potential L k ρ 0) (potential L k ρ 0) s
  have e5 := weak_form hL hk ρ (potential L k ρ 0) le_rfl
  rw [screened_form, zero_mul, add_zero] at e5
  unfold energy
  linarith
```

If s > 0 and √s⟨φ₀, Kφ₀⟩ < q², multiplying by √s/2 gives

s⟨φ₀, Kφ₀⟩/2 < q²√s/2.

With the linear floor this yields

E_DH(s) < G(s) − G(0).

```lean
/-- For positive definite `L` and nonnegative accessibilities, the Debye-Hückel shift lies strictly
below the grid shift at every `s > 0` with `√s ⟨φ₀, K φ₀⟩ < q²`. -/
theorem debyeHuckel_lt_grid_shift (hL : L.PosDef) (hk : ∀ i, 0 ≤ k i) (ρ : n → ℝ) {q s : ℝ}
    (hs : 0 < s)
    (h : Real.sqrt s * ((L⁻¹ *ᵥ ρ) ⬝ᵥ diagonal k *ᵥ (L⁻¹ *ᵥ ρ)) < q ^ 2) :
    debyeHuckel q s < energy L k ρ s - energy L k ρ 0 := by
  have hfloor := linear_floor hL hk ρ hs.le
  have hmul := mul_lt_mul_of_pos_left h (Real.sqrt_pos.2 hs)
  rw [← mul_assoc, Real.mul_self_sqrt hs.le] at hmul
  unfold debyeHuckel
  linarith

end

end GridElectrolyte
```

```lean
#print axioms GridElectrolyte.debyeHuckel_from_yukawa
#print axioms GridElectrolyte.grid_slope_finite_debyeHuckel_slope_infinite
#print axioms GridElectrolyte.debyeHuckel_lt_grid_shift
```

```
'GridElectrolyte.debyeHuckel_from_yukawa' depends on axioms: [propext, Classical.choice, Quot.sound]
'GridElectrolyte.grid_slope_finite_debyeHuckel_slope_infinite' depends on axioms: [propext, Classical.choice, Quot.sound]
'GridElectrolyte.debyeHuckel_lt_grid_shift' depends on axioms: [propext, Classical.choice, Quot.sound]
```

## Convexity from the same positivity

Replacing φ₀ by φ_t in the positivity argument gives, for all s, t ≥ 0,

G(s) ≥ G(t) − (s − t)⟨φ_t, Kφ_t⟩ / 2.

The right side is the tangent to G at t. The energy lies above all its tangents, so it is convex in the ionic strength. This extension is argued here in prose and has no theorem in the code above.

## Two sites, one of them in the solvent

Take L with rows (2, −1) and (−1, 2), accessibilities k = (0, 1), and charge ρ = (3, 0). Then φ₀ = (2, 1) and ⟨φ₀, Kφ₀⟩ = 1, so the slope at zero should be −1/2. Solving the screened equation gives

φ_s = 3(2 + s, 1)/(3 + 2s),

G(s) − G(0) = −3s / (2(3 + 2s)),

and the slope at s = 0 is indeed −1/2. At s = 0.01 the grid shift is about −0.00497, just above the linear floor of −0.005. With q = 3, equal to the total grid charge, the Debye-Hückel shift is −0.45. The ordering condition reads √s < 9. These numbers only illustrate the inequality, since two sites do not represent a point charge in three-dimensional space.

## From the finite grid to an unbounded electrolyte

The step that the hypotheses leave open is the limit of a large box. A continuum estimate shows what happens there. Around a point charge the bare potential falls off as q/r, so the integral of its square over a solvent region of radius R grows in proportion to q²R. The slope at zero salt grows with the box, and the condition √s⟨φ₀, Kφ₀⟩ < q² then says roughly that the screening length exceeds the box size. For a point charge at the centre of a grounded sphere of radius R filled with electrolyte, the continuum shift is −(q²/2)(√s coth(√s R) − 1/R). It is linear in s when √s R is small and approaches −q²√s/2 when √s R is large, so in such a box the square root appears once the box is much larger than the screening length. Boundary values that themselves depend on s put s into the source term and fall outside the theorems above.
